# A constant skew-Hermitian generator in finite dimensions gives unitary evolution at every real time

The declaration says that if a finite square complex matrix A satisfies A† = −A, then exp(tA) is unitary for every real t. In physics, A can be −iH/ħ with H a time-independent Hermitian Hamiltonian on a finite-dimensional space, and exp(tA) is then the time-evolution operator. The attempt reduces unitarity to the equation exp(tA) exp(tA)† = 1 and rewrites the adjoint factor as exp(−tA). Since tA commutes with −tA, the two exponentials should merge into the exponential of zero, which is the identity.

As first written in Lean, the proof fails:

```lean
import Mathlib

open Matrix Asymptotics Filter Topology
open NormedSpace (exp)
open scoped Matrix.Norms.L2Operator

namespace ExpSkewUnitary

noncomputable section

variable {n : Type*} [Fintype n] [DecidableEq n]

/-- A skew-Hermitian generator produces a unitary evolution at every real time. -/
theorem exp_skew_unitary {A : Matrix n n ℂ} (hA : Aᴴ = -A) (t : ℝ) :
    exp ((t : ℂ) • A) ∈ unitaryGroup n ℂ := by
  rw [mem_unitaryGroup_iff, star_eq_conjTranspose, ← Matrix.exp_conjTranspose,
    conjTranspose_smul, hA]
  have hs : star (t : ℂ) • (-A) = -((t : ℂ) • A) := by simp [Complex.conj_ofReal]
  rw [hs, ← Matrix.exp_add_of_commute _ _ (Commute.refl _).neg_right, add_neg_cancel,
    NormedSpace.exp_zero]

end

end ExpSkewUnitary
```

The error:

```
Main.lean:19:42: error(lean.synthInstanceFailed): failed to synthesize instance of type class
  HasDistribNeg (Matrix ?m.80 ?m.80 ?m.81)

Hint: Type class instance resolution failures can be inspected with the `set_option trace.Meta.synthInstance true` command.
Main.lean:15:44: error: unsolved goals
n : Type u_1
inst✝¹ : Fintype n
inst✝ : DecidableEq n
A : Matrix n n ℂ
hA : Aᴴ = -A
t : ℝ
hs : star ↑t • -A = -(↑t • A)
⊢ exp (↑t • A) * exp (-(↑t • A)) = 1
```

Cause. The first error comes from `(Commute.refl _).neg_right`, the proof that a matrix commutes with its own negative. `neg_right` needs a `HasDistribNeg` instance, which says how negation interacts with multiplication. Lean looked for it while the matrix's index and entry types were still unknown, shown as `?m.80` and `?m.81` in the message. The goal would have supplied them, but this term was elaborated before the rewrite was matched against the goal, so the search failed.

The second error follows from the first. The goal it shows is the one left after `rw [hs]`, with the product of exponentials not yet merged.

The repair proves the commutation first, as `hc`, with both matrices written out. Their types are then known and the instance is found. Passing `hc` to `Matrix.exp_add_of_commute` also fixes its two `_` arguments, so the rewrite merges the exponentials. The remaining steps, which are unchanged, reduce the exponent to zero and finish the proof.

Fix (accepted with no message):

```diff
@@ -17,5 +17,7 @@
     conjTranspose_smul, hA]
   have hs : star (t : ℂ) • (-A) = -((t : ℂ) • A) := by simp [Complex.conj_ofReal]
-  rw [hs, ← Matrix.exp_add_of_commute _ _ (Commute.refl _).neg_right, add_neg_cancel,
+  have hc : Commute ((t : ℂ) • A) (-((t : ℂ) • A)) :=
+    (Commute.refl ((t : ℂ) • A)).neg_right
+  rw [hs, ← Matrix.exp_add_of_commute _ _ hc, add_neg_cancel,
     NormedSpace.exp_zero]
 
```
